# Closed-shell SCF iteration preserves sublattice pairing in half-filled alternant PPP models

After each iteration of a restricted Pariser–Parr–Pople (PPP) calculation on a neutral alternant hydrocarbon with equal site energies and hopping only between the two sublattices, one can check that every site holds one π electron and that the orbital energies lie symmetrically about zero, the value of every diagonal Fock element at one electron per site. The check is justified when the starting density is paired (one electron on each site and zero bond order between distinct sites of one sublattice) and each Fock matrix has a gap at zero energy, as the following file proves for finite real models.

In Lean 4 with Mathlib:

```lean
import Mathlib

open Matrix

namespace SelfConsistentPairing

noncomputable section

variable {n : Type*} [Fintype n] [DecidableEq n]

/-- The restricted Pariser-Parr-Pople Fock matrix for core matrix `h`, repulsion integrals `V` and
density matrix `P`, with one unit of core charge on each site. The diagonal element `h i i` is the
one-electron site energy plus `V i i / 2`. -/
def fock (h V P : Matrix n n ℝ) : Matrix n n ℝ :=
  Matrix.of fun i j => h i j +
    if i = j then V i i * (P i i - 1) / 2 + ∑ k ∈ Finset.univ.erase i, V i k * (P k k - 1)
    else -(V i j * P i j / 2)

/-- The particle-hole image `2I - SPS` of a density matrix. -/
def particleHole (S P : Matrix n n ℝ) : Matrix n n ℝ := (2 : ℝ) • 1 - S * P * S

/-- `P` is the closed-shell density matrix of `F` with the Fermi level at zero: orbitals of
negative energy are doubly occupied, those of positive energy are empty, and none lies at zero. -/
structure IsAufbau (F P : Matrix n n ℝ) : Prop where
  symm : Pᵀ = P
  idem : P * P = (2 : ℝ) • P
  comm : P * F = F * P
  gap : ∀ x : n → ℝ, x ≠ 0 → 0 < x ⬝ᵥ (((1 - P) * F) *ᵥ x)

/-- Conjugation by the sublattice signs multiplies each matrix element by the signs of its
two sites. -/
theorem signed_apply (s : n → ℝ) (M : Matrix n n ℝ) (i j : n) :
    (diagonal s * M * diagonal s) i j = s i * M i j * s j := by
  rw [Matrix.mul_diagonal, Matrix.diagonal_mul]

/-- For an alternant core matrix, the Fock matrix of the particle-hole image of any density `P`
is minus the sign-conjugated Fock matrix of `P`. -/
theorem fock_particleHole {s : n → ℝ} (hs : ∀ i, s i * s i = 1) {h : Matrix n n ℝ}
    (hh : diagonal s * h * diagonal s = -h) (V P : Matrix n n ℝ) :
    fock h V (particleHole (diagonal s) P) = -(diagonal s * fock h V P * diagonal s) := by
  -- the excess charge of every site changes sign
  have hd : ∀ k, particleHole (diagonal s) P k k - 1 = -(P k k - 1) := by
    intro k
    simp only [particleHole, Matrix.sub_apply, Matrix.smul_apply, Matrix.one_apply_eq,
      signed_apply, smul_eq_mul]
    linear_combination (-(P k k)) * hs k
  ext i j
  have hij : s i * h i j * s j = -h i j := by
    have e := congrFun (congrFun hh i) j
    rwa [signed_apply, Matrix.neg_apply] at e
  rw [Matrix.neg_apply, signed_apply]
  by_cases e : i = j
  · subst e
    simp only [fock, Matrix.of_apply, ↓reduceIte, hd, mul_neg, Finset.sum_neg_distrib]
    linear_combination hij + (V i i * (P i i - 1) / 2 +
      ∑ k ∈ Finset.univ.erase i, V i k * (P k k - 1)) * hs i
  · simp only [fock, Matrix.of_apply, if_neg e, particleHole, Matrix.sub_apply,
      Matrix.smul_apply, Matrix.one_apply_ne e, signed_apply, smul_eq_mul]
    linear_combination hij

/-- An alternant core matrix and a paired density matrix give a Fock matrix that changes sign under
conjugation by the sublattice signs. -/
theorem fock_pairing {s : n → ℝ} (hs : ∀ i, s i * s i = 1) {h P : Matrix n n ℝ}
    (hh : diagonal s * h * diagonal s = -h) (V : Matrix n n ℝ)
    (hP : diagonal s * P * diagonal s = (2 : ℝ) • 1 - P) :
    diagonal s * fock h V P * diagonal s = -fock h V P := by
  have hp : particleHole (diagonal s) P = P := by
    rw [particleHole, hP, sub_sub_cancel]
  have e := fock_particleHole hs hh V P
  rw [hp] at e
  exact neg_eq_iff_eq_neg.mp e.symm

/-- If `F` changes sign under conjugation by the involution `S`, an orbital `c` of energy `e`
is accompanied by `Sc`, which satisfies the orbital equation with energy `-e`. -/
theorem orbital_pairing {S F : Matrix n n ℝ} (hSS : S * S = 1) (hF : S * F * S = -F)
    {c : n → ℝ} {e : ℝ} (hc : F *ᵥ c = e • c) : F *ᵥ (S *ᵥ c) = (-e) • (S *ᵥ c) := by
  have hFS : F * S = -(S * F) := by
    calc F * S = -(S * F * S) * S := by rw [hF, neg_neg]
      _ = -(S * F * (S * S)) := by noncomm_ring
      _ = -(S * F) := by rw [hSS, mul_one]
  rw [Matrix.mulVec_mulVec, hFS, Matrix.neg_mulVec, ← Matrix.mulVec_mulVec, hc,
    Matrix.mulVec_smul, neg_smul]

/-- Trace identity for two involutions `Q`, `R` that both commute with `F`. -/
theorem involution_trace {F Q R : Matrix n n ℝ} (hQ : Q * Q = 1) (hR : R * R = 1)
    (cQ : Q * F = F * Q) (cR : R * F = F * R) :
    ((Q - R) * (Q * F) * (Q - R)).trace + ((Q - R) * (R * F) * (Q - R)).trace = 0 := by
  have e : (Q - R) * ((Q - R) * (Q * F)) + (Q - R) * ((Q - R) * (R * F))
      = Q * F + R * F - Q * (R * F) * Q - R * (Q * F) * R := by
    linear_combination (norm := noncomm_ring) hQ * (Q * F) + hQ * (R * F) - Q * hR * F
      - R * hQ * F + hR * (Q * F) + hR * (R * F) - Q * R * cQ - R * Q * cR
  have t1 : (Q * (R * F) * Q).trace = (R * F).trace := by
    rw [Matrix.trace_mul_comm, ← mul_assoc, hQ, one_mul]
  have t2 : (R * (Q * F) * R).trace = (Q * F).trace := by
    rw [Matrix.trace_mul_comm, ← mul_assoc, hR, one_mul]
  rw [Matrix.trace_mul_comm ((Q - R) * (Q * F)), Matrix.trace_mul_comm ((Q - R) * (R * F)),
    ← Matrix.trace_add, e, Matrix.trace_sub, Matrix.trace_sub, Matrix.trace_add, t1, t2]
  ring

/-- A Fock matrix has at most one closed-shell density matrix with the Fermi level at zero. -/
theorem aufbau_unique {F P P' : Matrix n n ℝ} (hP : IsAufbau F P) (hP' : IsAufbau F P') :
    P = P' := by
  have inv : ∀ {X : Matrix n n ℝ}, IsAufbau F X → (1 - X) * (1 - X) = 1 := by
    intro X hX
    have e : (1 - X) * (1 - X) = 1 - X - X + X * X := by noncomm_ring
    rw [e, hX.idem, two_smul]
    abel
  have com : ∀ {X : Matrix n n ℝ}, IsAufbau F X → (1 - X) * F = F * (1 - X) := by
    intro X hX
    rw [sub_mul, mul_sub, hX.comm, one_mul, mul_one]
  have nn : ∀ {X : Matrix n n ℝ}, IsAufbau F X →
      ∀ x : n → ℝ, 0 ≤ x ⬝ᵥ (((1 - X) * F) *ᵥ x) := by
    intro X hX x
    by_cases hx : x = 0
    · simp [hx]
    · exact (hX.gap x hx).le
  have tr := involution_trace (inv hP) (inv hP') (com hP) (com hP')
  have hD : (1 - P) - (1 - P') = P' - P := by abel
  rw [hD] at tr
  have sym : ∀ l i, (P' - P) l i = (P' - P) i l := by
    intro l i
    have e : (P' - P)ᵀ = P' - P := by rw [Matrix.transpose_sub, hP.symm, hP'.symm]
    exact congrFun (congrFun e i) l
  generalize P' - P = D at tr sym hD
  -- each trace is a sum of quadratic forms over the rows of the difference
  have quad : ∀ A : Matrix n n ℝ, (D * A * D).trace = ∑ i, D i ⬝ᵥ (A *ᵥ D i) := by
    intro A
    simp only [Matrix.trace, Matrix.diag_apply, Matrix.mul_assoc, Matrix.mul_apply,
      dotProduct, Matrix.mulVec]
    refine Finset.sum_congr rfl fun i _ => Finset.sum_congr rfl fun k _ => ?_
    congr 1
    exact Finset.sum_congr rfl fun l _ => by rw [sym l i]
  rw [quad, quad] at tr
  have zero : D = 0 := by
    funext i
    by_contra hi
    have p1 := Finset.sum_pos' (fun j _ => nn hP (D j)) ⟨i, Finset.mem_univ i, hP.gap _ hi⟩
    have p2 := Finset.sum_nonneg (fun j (_ : j ∈ Finset.univ) => nn hP' (D j))
    linarith
  rw [zero] at hD
  exact sub_right_injective (sub_eq_zero.mp hD)

/-- If `F` changes sign under conjugation by a symmetric involution `S`, its closed-shell
density matrix with the Fermi level at zero satisfies `SPS = 2I - P`. -/
theorem aufbau_pairing {S F P : Matrix n n ℝ} (hSS : S * S = 1) (hSt : Sᵀ = S)
    (hF : S * F * S = -F) (hP : IsAufbau F P) : S * P * S = (2 : ℝ) • 1 - P := by
  have hSF : S * F = -(F * S) := by
    calc S * F = S * F * (S * S) := by rw [hSS, mul_one]
      _ = S * F * S * S := by noncomm_ring
      _ = -(F * S) := by rw [hF, neg_mul]
  have h1 : S * P * S * F = -(S * (P * F) * S) := by
    rw [mul_assoc (S * P) S F, hSF]
    noncomm_ring
  have hX : S * P * S * (S * P * S) = (2 : ℝ) • (S * P * S) := by
    calc S * P * S * (S * P * S) = S * P * (S * S) * P * S := by noncomm_ring
      _ = S * (P * P) * S := by rw [hSS, mul_one, mul_assoc S P P]
      _ = (2 : ℝ) • (S * P * S) := by rw [hP.idem, mul_smul_comm, smul_mul_assoc]
  have hXF : S * P * S * F = F * (S * P * S) := by
    calc S * P * S * F = -(S * F * (P * S)) := by rw [h1, hP.comm]; noncomm_ring
      _ = F * (S * P * S) := by rw [hSF]; noncomm_ring
  have hG : (1 - particleHole S P) * F = S * ((1 - P) * F) * S := by
    have e1 : 1 - particleHole S P = S * P * S - 1 := by
      rw [particleHole, two_smul]
      abel
    have e2 : S * ((1 - P) * F) * S = S * F * S - S * (P * F) * S := by noncomm_ring
    rw [e1, e2, hF, sub_mul, one_mul, h1]
    abel
  have move : ∀ (A : Matrix n n ℝ) (x : n → ℝ),
      x ⬝ᵥ ((S * A * S) *ᵥ x) = (S *ᵥ x) ⬝ᵥ (A *ᵥ (S *ᵥ x)) := by
    intro A x
    rw [← Matrix.mulVec_mulVec, ← Matrix.mulVec_mulVec, Matrix.dotProduct_mulVec x S,
      ← Matrix.mulVec_transpose, hSt]
  -- the particle-hole image obeys the same occupation rule, so uniqueness applies
  have image : IsAufbau F (particleHole S P) := by
    refine ⟨?_, ?_, ?_, ?_⟩
    · simp [particleHole, Matrix.transpose_mul, hSt, hP.symm, Matrix.mul_assoc]
    · simp only [particleHole, sub_mul, mul_sub, smul_mul_assoc, mul_smul_comm, one_mul,
        mul_one, hX]
      module
    · simp only [particleHole, sub_mul, mul_sub, smul_mul_assoc, mul_smul_comm, one_mul,
        mul_one, hXF]
    · intro x hx
      rw [hG, move]
      refine hP.gap _ fun h0 => hx ?_
      rw [← Matrix.one_mulVec x, ← hSS, ← Matrix.mulVec_mulVec, h0, Matrix.mulVec_zero]
  have e := sub_eq_iff_eq_add.mp (aufbau_unique image hP)
  exact eq_sub_of_add_eq (by rw [add_comm]; exact e.symm)

/-- A closed-shell self-consistent-field iteration started from a paired density matrix keeps
the density matrix and the Fock matrix paired at every step. -/
theorem scf_pairing {s : n → ℝ} (hs : ∀ i, s i * s i = 1) {h : Matrix n n ℝ}
    (hh : diagonal s * h * diagonal s = -h) (V : Matrix n n ℝ) (P : ℕ → Matrix n n ℝ)
    (h0 : diagonal s * P 0 * diagonal s = (2 : ℝ) • 1 - P 0)
    (step : ∀ k, IsAufbau (fock h V (P k)) (P (k + 1))) (k : ℕ) :
    diagonal s * P k * diagonal s = (2 : ℝ) • 1 - P k ∧
      diagonal s * fock h V (P k) * diagonal s = -fock h V (P k) := by
  have hSS : diagonal s * diagonal s = (1 : Matrix n n ℝ) := by
    rw [Matrix.diagonal_mul_diagonal]
    simp only [hs, Matrix.diagonal_one]
  induction k with
  | zero => exact ⟨h0, fock_pairing hs hh V h0⟩
  | succ k ih =>
    have e := aufbau_pairing hSS (Matrix.diagonal_transpose s) ih.2 (step k)
    exact ⟨e, fock_pairing hs hh V e⟩

/-- A two-site molecule with hopping `-1`, on-site repulsion `U` and intersite repulsion `v ≥ 0`
has a paired core matrix and a paired, self-consistent density matrix. -/
theorem two_site_witness (U v : ℝ) (hv : 0 ≤ v) :
    diagonal ![(1 : ℝ), -1] * !![0, -1; -1, 0] * diagonal ![(1 : ℝ), -1]
        = -!![0, -1; -1, 0] ∧
      diagonal ![(1 : ℝ), -1] * !![1, 1; 1, 1] * diagonal ![(1 : ℝ), -1]
        = (2 : ℝ) • 1 - !![1, 1; 1, 1] ∧
      IsAufbau (fock !![0, -1; -1, 0] !![U, v; v, U] !![1, 1; 1, 1]) !![1, 1; 1, 1] := by
  have hk : ∀ k : Fin 2, (!![1, 1; 1, 1] : Matrix (Fin 2) (Fin 2) ℝ) k k = 1 := by
    intro k
    fin_cases k <;> simp
  have hF : fock !![0, -1; -1, 0] !![U, v; v, U] !![1, 1; 1, 1]
      = !![0, -1 - v / 2; -1 - v / 2, 0] := by
    ext i j
    fin_cases i <;> fin_cases j <;> simp [fock, hk] <;> ring
  have hA : (1 - !![1, 1; 1, 1]) * !![0, -1 - v / 2; -1 - v / 2, 0]
      = !![1 + v / 2, 0; 0, 1 + v / 2] := by
    ext i j
    fin_cases i <;> fin_cases j <;> simp [Matrix.mul_apply, Fin.sum_univ_two] <;> ring
  refine ⟨?_, ?_, ?_⟩
  · ext i j
    rw [signed_apply]
    fin_cases i <;> fin_cases j <;> norm_num
  · ext i j
    rw [signed_apply]
    fin_cases i <;> fin_cases j <;> norm_num [Matrix.one_apply]
  · rw [hF]
    refine ⟨?_, ?_, ?_, ?_⟩
    · ext i j
      fin_cases i <;> fin_cases j <;> simp
    · ext i j
      fin_cases i <;> fin_cases j <;> norm_num [Matrix.mul_apply, Fin.sum_univ_two]
    · ext i j
      fin_cases i <;> fin_cases j <;> simp [Matrix.mul_apply, Fin.sum_univ_two]
    · intro x hx
      have pos : 0 < x 0 ^ 2 + x 1 ^ 2 := by
        by_contra hn
        have a : x 0 = 0 := (pow_eq_zero_iff two_ne_zero).mp
          (by linarith [not_lt.mp hn, sq_nonneg (x 0), sq_nonneg (x 1)])
        have b : x 1 = 0 := (pow_eq_zero_iff two_ne_zero).mp
          (by linarith [not_lt.mp hn, sq_nonneg (x 0), sq_nonneg (x 1)])
        apply hx
        ext i
        fin_cases i
        · exact a
        · exact b
      have e : x ⬝ᵥ (!![1 + v / 2, 0; 0, 1 + v / 2] *ᵥ x)
          = (1 + v / 2) * (x 0 ^ 2 + x 1 ^ 2) := by
        simp [Matrix.mulVec, dotProduct, Fin.sum_univ_two]
        ring
      rw [hA, e]
      positivity

end

end SelfConsistentPairing
```

```lean
#print axioms SelfConsistentPairing.orbital_pairing
#print axioms SelfConsistentPairing.scf_pairing
```

```
'SelfConsistentPairing.orbital_pairing' depends on axioms: [propext, Classical.choice, Quot.sound]
'SelfConsistentPairing.scf_pairing' depends on axioms: [propext, Classical.choice, Quot.sound]
```

## Signs, charges and occupations

The finite type `n` labels the sites. The matrix $V$ holds the repulsion integrals and $P$ is the spin-summed density matrix. The core matrix $h$ holds the hopping and the site energies, with a shifted diagonal: $h_{ii}$ is the one-electron energy of site $i$ plus $\tfrac12V_{ii}$, the on-site repulsion term at half filling. Attraction to the other cores is included in the sum in $F_{ii}$ below. A sign $s_i=\pm1$ marks the sublattice of site $i$, and $S=\mathrm{diag}(s)$ is `diagonal s`.

The condition $ShS=-h$ says that hopping connects only opposite sublattices and that every shifted site energy $h_{ii}$ is zero. The condition $SPS=2I-P$ gives $P_{ii}=1$, so each site's electron balances its unit core charge, and $P_{ij}=0$ for distinct sites of one sublattice.

`fock h V P` is the matrix

$$F_{ij}=h_{ij}-\tfrac12V_{ij}P_{ij}\quad(i\ne j),$$
$$F_{ii}=h_{ii}+\tfrac12V_{ii}(P_{ii}-1)+\sum_{k\ne i}V_{ik}(P_{kk}-1).$$

`fock_pairing` states that $SFS=-F$ under the two conditions. It needs no symmetry of $h$, $V$ or $P$.

`IsAufbau F P` describes the density built from $F$: $P$ is symmetric, $P^2=2P$, $P$ commutes with $F$, and $(I-P)F$ has a positive quadratic form. For symmetric $F$, this means that negative-energy orbitals are doubly occupied, positive-energy ones are empty, and none lies at zero.

`scf_pairing` assumes $ShS=-h$, a paired starting density, and at every step a new density that is related in this way to the current Fock matrix. Existence and convergence are not proved, and an iteration is excluded if any of its Fock matrices has an orbital at zero energy.

## The Fock matrix under particle-hole exchange

Let $\tilde P=2I-SPS$, which is `particleHole S P`. Then $\tilde P_{ii}-1=-(P_{ii}-1)$, and $\tilde P_{ij}=-s_iP_{ij}s_j$ for $i\ne j$. Since $h_{ij}=-s_ih_{ij}s_j$,

$$F(\tilde P)_{ij}=h_{ij}+\tfrac12V_{ij}s_iP_{ij}s_j=-s_iF(P)_{ij}s_j.$$

On the diagonal $h_{ii}=0$ and every excess charge changes sign, so $F(\tilde P)_{ii}=-F(P)_{ii}$. Hence $F(\tilde P)=-SF(P)S$ for every $P$. A paired $P$ equals $\tilde P$, which gives $SFS=-F$.

In `fock_particleHole`, `hd` is the sign change of the excess charge and `hij` the relation for $h$; `linear_combination` closes both cases.

Multiplying $SFS=-F$ by $S$ gives $FS=-SF$. If $Fc=ec$, then $F(Sc)=-SFc=-e\,Sc$, which is `orbital_pairing`.

## Why the next density is paired

Suppose $P$ and $P'$ are both aufbau densities of $F$. Put $Q=I-P$ and $R=I-P'$, so that $Q^2=R^2=I$ and both commute with $F$. Expansion gives

$$(Q-R)^2(Q+R)F=(Q+R-QRQ-RQR)F.$$

By cyclicity, $\mathrm{tr}(QRQF)=\mathrm{tr}(RF)$ and $\mathrm{tr}(RQRF)=\mathrm{tr}(QF)$, so the trace vanishes. This is `involution_trace`.

With $D=Q-R=P'-P$, which is symmetric and has rows $d_i$, the same trace reads

$$\sum_i d_i^TQF\,d_i+\sum_i d_i^TRF\,d_i=0.$$

A nonzero row would make the left side positive. Therefore $D=0$, as `aufbau_unique` concludes.

For paired $F$, `aufbau_pairing` shows that $\tilde P$ is also an aufbau density. It is symmetric and commutes with $F$, and

$$\tilde P^2=4I-4SPS+2SPS=2\tilde P,$$
$$(I-\tilde P)F=-S(I-P)SF=S(I-P)FS.$$

The last form is positive because $S$ is invertible. Uniqueness gives $\tilde P=P$, and induction in `scf_pairing` carries both relations through the iteration.

## Two sites with numbers

Take hopping $-1$, on-site repulsion $U=4$, intersite repulsion $v=2$ and all $P_{ij}=1$. The diagonal of $F$ vanishes, and $F_{12}=-1-\tfrac22=-2$. The orbitals $(1,1)/\sqrt2$ and $(1,-1)/\sqrt2$ have energies $-2$ and $2$. Doubly occupying the first returns $P_{ij}=1$, so the density is self-consistent. `two_site_witness` covers every $U$ and every $v\ge0$.

## Fixing the electron number

The occupation rule could instead fill the lowest $N/2$ orbitals for a given electron number $N$. At half filling, a gap between the highest occupied and lowest empty orbital of a paired $F$ would then place zero energy between them. One way to state such a rule is with an ordered eigenbasis; another is to require $\mathrm{tr}\,P=N$ and a positive quadratic form for $(I-P)(F-\mu I)$ at some real $\mu$. `IsAufbau` instead fixes $\mu=0$.
